# Across a node of positive slope, a localized pseudopotential runs from −∞ to +∞ if $W\psi$ is continuous and positive there

Suppose a diffusion Monte Carlo calculation replaces a nonlocal pseudopotential $W$ by the multiplicative potential $V = (W\psi)/\psi$, with $\psi$ the trial function, and treats $V$ as if it were bounded. If $W\psi$ is continuous and nonzero at a node where $\psi$ has nonzero slope, a walker that lands close to that node can then receive a branching factor $e^{-\tau V}$ of any size, because on one side of the node $V$ has no lower bound. A smaller time step $\tau$ moves the trouble closer to the node but does not remove it. Unless the rest of the local energy cancels the singularity, it can show up as population bursts and large energy fluctuations.

The singularity can be computed exactly for a real trial function of one coordinate $x$. Let $x_0$ be a node, $\psi(x_0)=0$, with slope $s=\psi'(x_0)$, and write $g = W\psi$. For $g$ continuous and nonzero at $x_0$ and $s\neq 0$, the potential behaves like a simple pole with coefficient $g(x_0)/s$. When $g(x_0)$ and $s$ are both positive, it tends to $+\infty$ from the right and to $-\infty$ from the left.

```lean
import Mathlib

open Filter Topology Set

namespace LocalizedPseudopotentialNode

noncomputable section
```

## The quotient and a nonlocal operator to feed it

The localized potential is

$$V(x) = \frac{g(x)}{\psi(x)}, \qquad \psi(x)\neq 0 .$$

```lean
/-- The localized potential `g / ψ`, where `g` is the nonlocal potential applied to the trial
function `ψ`. It represents the potential only where `ψ` does not vanish; at a zero of `ψ`, Lean's
division gives the value 0. -/
def localizedPotential (g ψ : ℝ → ℝ) (x : ℝ) : ℝ := g x / ψ x
```

In `localizedPotential g ψ`, the argument `g` is an arbitrary real function. The general theorems therefore apply to any nonlocal operator whose action on $\psi$ meets their hypotheses at the node; they do not derive those hypotheses from the operator. Lean assigns the quotient the value 0 at the node itself, but every limit below leaves that point out.

A concrete nonlocal operator is the separable form $W = D\,|\beta\rangle\langle\beta|$, with a real projector function $\beta$ and a constant $D$ that sets the strength and sign of the interaction in that channel:

$$(W\psi)(x) = D\,\beta(x)\int_a^b \beta(y)\,\psi(y)\,dy .$$

The value at $x$ depends on $\psi$ over the whole interval, so it need not vanish where $\psi$ does.

```lean
/-- The separable nonlocal potential `D |β⟩⟨β|` on the interval from `a` to `b`, applied to the
trial function `ψ`. -/
def separableAction (D : ℝ) (β : ℝ → ℝ) (a b : ℝ) (ψ : ℝ → ℝ) (x : ℝ) : ℝ :=
  D * β x * ∫ y in a..b, β y * ψ y
```

## The trial function is linear near its node

Since $\psi(x_0)=0$, the difference quotient of $\psi$ at $x_0$ is

$$\frac{\psi(x)-\psi(x_0)}{x-x_0}=\frac{\psi(x)}{x-x_0}\;\longrightarrow\; s \qquad (x\to x_0,\ x\ne x_0).$$

```lean
/-- Near a node `x0`, a differentiable trial function divided by the distance `x - x0` tends to
its slope at the node. -/
theorem tendsto_div_distance {ψ : ℝ → ℝ} {x0 s : ℝ} (hψ : HasDerivAt ψ s x0)
    (h0 : ψ x0 = 0) : Tendsto (fun x => ψ x / (x - x0)) (𝓝[≠] x0) (𝓝 s) := by
  refine (hasDerivAt_iff_tendsto_slope.1 hψ).congr fun x => ?_
  rw [slope_def_field, h0, sub_zero]
```

The hypothesis `HasDerivAt ψ s x0` says that $\psi$ is differentiable at the single point $x_0$ with derivative $s$; nothing is asked of it elsewhere. The filter `𝓝[≠] x0` describes an approach to $x_0$ that never reaches it. The proof takes Mathlib's characterisation of the derivative as a limit of slopes and removes the term $\psi(x_0)$.

## The coefficient of the pole

For $x\neq x_0$,

$$(x-x_0)\,V(x) = \frac{g(x)}{\psi(x)/(x-x_0)} .$$

The numerator tends to $g(x_0)$ by continuity and the denominator to $s\ne0$ by the previous step, so the product tends to $g(x_0)/s$.

```lean
/-- At a node with nonzero slope `s`, and for `g` continuous there, the localized potential
times `x - x0` tends to `g x0 / s`. -/
theorem tendsto_residue {g ψ : ℝ → ℝ} {x0 s : ℝ} (hψ : HasDerivAt ψ s x0)
    (h0 : ψ x0 = 0) (hs : s ≠ 0) (hg : ContinuousAt g x0) :
    Tendsto (fun x => (x - x0) * localizedPotential g ψ x) (𝓝[≠] x0) (𝓝 (g x0 / s)) := by
  have hg' : Tendsto g (𝓝[≠] x0) (𝓝 (g x0)) := hg.tendsto.mono_left nhdsWithin_le_nhds
  refine (hg'.div (tendsto_div_distance hψ h0) hs).congr fun x => ?_
  show g x / (ψ x / (x - x0)) = (x - x0) * (g x / ψ x)
  rw [div_div_eq_mul_div]
  ring
```

The signs of $s$ and $g(x_0)$ are free here, and $g(x_0)$ may even be zero. In the proof, `hg'` restricts the continuity of $g$ to the punctured neighbourhood, `div` takes the quotient of the two limits, and the remaining lines are the rearrangement displayed above.

## Opposite infinities on the two sides

Now let $s>0$ and $g(x_0)>0$, and put $r=g(x_0)/s>0$. Off the node,

$$V(x)=\frac{1}{x-x_0}\,\bigl[(x-x_0)V(x)\bigr],$$

and the bracket tends to $r$. Close enough to the node it exceeds $r/2$, which gives

$$V(x)>\frac{r}{2(x-x_0)}\quad (x>x_0),\qquad V(x)<\frac{r}{2(x-x_0)}\quad (x<x_0).$$

The first bound tends to $+\infty$ as $x$ decreases to $x_0$, and the second to $-\infty$ as $x$ increases to $x_0$.

```lean
/-- If the trial function crosses zero at `x0` with positive slope `s`, and `g` is continuous and
positive there, the localized potential tends to plus infinity from the right and to minus
infinity from the left, and its product with `x - x0` tends to `g x0 / s`. -/
theorem localizedPotential_diverges_at_node {g ψ : ℝ → ℝ} {x0 s : ℝ}
    (hψ : HasDerivAt ψ s x0) (h0 : ψ x0 = 0) (hs : 0 < s)
    (hg : ContinuousAt g x0) (hpos : 0 < g x0) :
    Tendsto (localizedPotential g ψ) (𝓝[>] x0) atTop ∧
    Tendsto (localizedPotential g ψ) (𝓝[<] x0) atBot ∧
    Tendsto (fun x => (x - x0) * localizedPotential g ψ x) (𝓝[≠] x0) (𝓝 (g x0 / s)) := by
  have hres := tendsto_residue hψ h0 hs.ne' hg
  have hr : 0 < g x0 / s := div_pos hpos hs
  have hshift : Tendsto (fun x : ℝ => x - x0) (𝓝 x0) (𝓝 0) := by
    have hc : Continuous (fun x : ℝ => x - x0) := by fun_prop
    have h := hc.tendsto x0
    simp only [sub_self] at h
    exact h
  -- off the node, the potential is the pole 1 / (x - x0) times a factor with a positive limit
  have hfac : ∀ x, x ≠ x0 →
      (x - x0)⁻¹ * ((x - x0) * localizedPotential g ψ x) = localizedPotential g ψ x :=
    fun x hx => inv_mul_cancel_left₀ (sub_ne_zero.2 hx) _
  refine ⟨?_, ?_, hres⟩
  · have hd : Tendsto (fun x : ℝ => x - x0) (𝓝[>] x0) (𝓝[>] 0) := by
      refine tendsto_nhdsWithin_iff.2 ⟨hshift.mono_left nhdsWithin_le_nhds, ?_⟩
      filter_upwards [self_mem_nhdsWithin] with x hx
      exact sub_pos.2 (mem_Ioi.1 hx)
    have hle : 𝓝[>] x0 ≤ 𝓝[≠] x0 := nhdsWithin_mono x0 fun x hx => (mem_Ioi.1 hx).ne'
    refine ((tendsto_inv_nhdsGT_zero.comp hd).atTop_mul_pos hr (hres.mono_left hle)).congr' ?_
    filter_upwards [self_mem_nhdsWithin] with x hx
    exact hfac x (mem_Ioi.1 hx).ne'
  · have hd : Tendsto (fun x : ℝ => x - x0) (𝓝[<] x0) (𝓝[<] 0) := by
      refine tendsto_nhdsWithin_iff.2 ⟨hshift.mono_left nhdsWithin_le_nhds, ?_⟩
      filter_upwards [self_mem_nhdsWithin] with x hx
      exact sub_neg.2 (mem_Iio.1 hx)
    have hle : 𝓝[<] x0 ≤ 𝓝[≠] x0 := nhdsWithin_mono x0 fun x hx => (mem_Iio.1 hx).ne
    refine ((tendsto_inv_nhdsLT_zero.comp hd).atBot_mul_pos hr (hres.mono_left hle)).congr' ?_
    filter_upwards [self_mem_nhdsWithin] with x hx
    exact hfac x (mem_Iio.1 hx).ne
```

The three parts of the conclusion are the limit from the right (`𝓝[>] x0`, with `atTop` for $+\infty$), the limit from the left (`𝓝[<] x0`, with `atBot` for $-\infty$), and the coefficient of the pole. In the proof, `hfac` is the factorisation of $V$ off the node. On each side, `hd` records that $x-x_0$ tends to zero with a fixed sign, so that its inverse diverges with that sign. The lemmas `atTop_mul_pos` and `atBot_mul_pos` multiply this divergence by a factor with a positive limit.

The positive slope matters. Take $\psi(x)=x^2$ and $g(x)=1$ at $x_0=0$, where every hypothesis holds except that the slope is zero. Then $V(x)=1/x^2$ tends to $+\infty$ from both sides, so the limit from the left fails. The product $xV(x)=1/x$ has no finite limit either.

For fixed-node simulation with the locality approximation, the theorem identifies, in this one-coordinate model, a source of unbounded branching weights that comes from the pseudopotential term alone. The kinetic part of the local energy, nodal surfaces in many dimensions, and the T-move scheme, which localizes only part of the operator, are not modelled.

## The singularity is too strong to integrate

Let $s\neq0$ and $g(x_0)\ne 0$, with any signs, and put $R=|g(x_0)/s|>0$. Since $|x-x_0|\,|V(x)|\to R$, close to the node

$$|V(x)|\ \ge\ \frac{R}{2\,|x-x_0|} .$$

On either side, the integral of the right-hand side from distance $\varepsilon$ to distance $\delta$ is $\tfrac{R}{2}\ln(\delta/\varepsilon)$, which grows without bound as $\varepsilon\to0$. Hence $|V|$ has no finite integral over an interval that contains the node.

```lean
/-- If the slope of `ψ` at the node and the value `g x0` are nonzero and `g` is continuous there,
the localized potential is not integrable on any nondegenerate interval containing the node. -/
theorem localizedPotential_not_integrable {g ψ : ℝ → ℝ} {x0 s a b : ℝ}
    (hψ : HasDerivAt ψ s x0) (h0 : ψ x0 = 0) (hs : s ≠ 0)
    (hg : ContinuousAt g x0) (hne : g x0 ≠ 0) (hab : a ≠ b) (hx0 : x0 ∈ uIcc a b) :
    ¬ IntervalIntegrable (localizedPotential g ψ) MeasureTheory.volume a b := by
  have hr : 0 < |g x0 / s| := abs_pos.2 (div_ne_zero hne hs)
  have hev := (tendsto_residue hψ h0 hs hg).abs.eventually (lt_mem_nhds (half_lt_self hr))
  -- the potential dominates a multiple of 1 / (x - x0)
  refine not_intervalIntegrable_of_sub_inv_isBigO_punctured
    (Asymptotics.IsBigO.of_bound (2 / |g x0 / s|) ?_) hab hx0
  filter_upwards [hev, self_mem_nhdsWithin] with x hx hxne
  have hd : 0 < |x - x0| := abs_pos.2 (sub_ne_zero.2 hxne)
  rw [abs_mul] at hx
  rw [Real.norm_eq_abs, Real.norm_eq_abs, abs_inv, inv_eq_one_div, div_le_iff₀ hd]
  generalize |g x0 / s| = r at hr hx ⊢
  have he : 2 / r * |localizedPotential g ψ x| * |x - x0|
      = (|x - x0| * |localizedPotential g ψ x|) / (r / 2) := by
    field_simp
  rw [he, le_div_iff₀ (by positivity)]
  linarith
```

The endpoints $a\neq b$ may come in either order, and `uIcc a b` is the closed interval between them, so the node may also be an endpoint. `IntervalIntegrable` means absolute integrability; a principal value, in which the two sides cancel, is not excluded. The proof obtains the lower bound from `tendsto_residue` and rewrites it as $|x-x_0|^{-1}\le (2/R)\,|V(x)|$. It then applies Mathlib's result that a function dominating $1/(x-x_0)$ near a point of the interval is not integrable there.

## Sampling from $\psi^2$ tames the square

Variational Monte Carlo samples from a density proportional to $\psi^2$, and the second moment of $V$ contains the integrand $\psi^2V^2$. Near the node $\psi(x)/(x-x_0)$ is close to $s\neq0$, so $\psi(x)\neq0$ for $x\ne x_0$ and

$$\psi(x)^2\,V(x)^2 = g(x)^2 \;\longrightarrow\; g(x_0)^2 .$$

```lean
/-- At a node with nonzero slope, and for `g` continuous there, the square of the localized
potential weighted by the density `ψ ^ 2` tends to the finite value `g x0 ^ 2`. -/
theorem tendsto_weighted_square {g ψ : ℝ → ℝ} {x0 s : ℝ} (hψ : HasDerivAt ψ s x0)
    (h0 : ψ x0 = 0) (hs : s ≠ 0) (hg : ContinuousAt g x0) :
    Tendsto (fun x => ψ x ^ 2 * localizedPotential g ψ x ^ 2) (𝓝[≠] x0) (𝓝 (g x0 ^ 2)) := by
  have hg' : Tendsto g (𝓝[≠] x0) (𝓝 (g x0)) := hg.tendsto.mono_left nhdsWithin_le_nhds
  refine (hg'.pow 2).congr' ?_
  -- the node is isolated, so the density cancels the denominator nearby
  filter_upwards [(tendsto_div_distance hψ h0).eventually_ne hs] with x hx
  have hx' : ψ x ≠ 0 := fun h => hx (by rw [h, zero_div])
  rw [← mul_pow, localizedPotential, mul_div_cancel₀ _ hx']
```

The only point that needs care is that $\psi$ has no other zeros accumulating at $x_0$. The proof gets this from `eventually_ne`: a quotient with a nonzero limit is eventually nonzero. For a normalised trial function, $\psi^2$ is the sampling density itself; otherwise the limit is divided by $\int\psi^2$. In this one-coordinate model, the node therefore does not make the pseudopotential's contribution to the variance integrand blow up, although $V$ itself may be unbounded. The statement is local and does not establish a finite total variance.

## A shared node leaves a finite potential

If $g(x_0)=0$ as well, and $g$ is differentiable at $x_0$ with slope $t$, both functions are linear near the node and the distances cancel:

$$V(x)=\frac{g(x)/(x-x_0)}{\psi(x)/(x-x_0)}\;\longrightarrow\;\frac{t}{s}\qquad(s\neq0).$$

```lean
/-- If `g` is differentiable and vanishes at the node together with `ψ`, and `ψ` has nonzero slope
there, the localized potential tends to the ratio of the two slopes. -/
theorem tendsto_of_common_node {g ψ : ℝ → ℝ} {x0 s t : ℝ} (hψ : HasDerivAt ψ s x0)
    (h0 : ψ x0 = 0) (hs : s ≠ 0) (hg : HasDerivAt g t x0) (hg0 : g x0 = 0) :
    Tendsto (localizedPotential g ψ) (𝓝[≠] x0) (𝓝 (t / s)) := by
  refine ((tendsto_div_distance hg hg0).div (tendsto_div_distance hψ h0) hs).congr' ?_
  filter_upwards [self_mem_nhdsWithin] with x hx
  exact div_div_div_cancel_right₀ (sub_ne_zero.2 hx) _ _
```

The proof applies `tendsto_div_distance` once to $g$ and once to $\psi$, divides the limits, and cancels $x-x_0$ where it is nonzero. So when $W\psi$ is differentiable at a node of nonzero slope, $V$ diverges there only if $W\psi$ is nonzero at the node.

## A separable pseudopotential that diverges

Take $D=1$, $\beta(x)=1+x$ and $\psi(x)=x$ on $[-1,1]$, with the node at $0$ and slope $1$. The overlap is

$$\int_{-1}^{1}(1+y)\,y\,dy=\left[\frac{y^2}{2}+\frac{y^3}{3}\right]_{-1}^{1}=\frac56-\frac16=\frac23 ,$$

so that

$$g(x)=\tfrac23(1+x),\qquad V(x)=\frac{2}{3}\,\frac{1+x}{x}=\frac23+\frac{2}{3x}.$$

Here $g(0)=\tfrac23>0$, and $V$ diverges with opposite signs on the two sides of the origin.

The functions are not normalised. Since $\int_{-1}^1(1+x)^2dx=\tfrac83$, the same operator has strength $\tfrac83$ with the normalised projector $\sqrt{3/8}\,(1+x)$. The normalised trial function is $\sqrt{3/2}\,x$, and because $W$ is linear, this rescaling leaves $V$ unchanged. This $\psi$ does not vanish at $\pm1$, so it is not an admissible state for a box with hard walls there; the example illustrates only the behaviour at the node. The choice $\psi(x)=x(1-x^2)$ does vanish at the walls, and it gives the same signs of divergence, with slope $1$ and overlap $\tfrac{4}{15}$.

```lean
/-- For the separable potential with `D = 1` and `β x = 1 + x` on the interval from `-1` to `1`,
and the trial function `ψ x = x`, the localized potential tends to plus infinity from the right
of the node at `0` and to minus infinity from the left. -/
theorem separable_witness :
    Tendsto (localizedPotential (separableAction 1 (fun x => 1 + x) (-1) 1 (fun x => x))
      (fun x => x)) (𝓝[>] 0) atTop ∧
    Tendsto (localizedPotential (separableAction 1 (fun x => 1 + x) (-1) 1 (fun x => x))
      (fun x => x)) (𝓝[<] 0) atBot := by
  -- the overlap of projector and trial function is 2 / 3
  have hint : ∫ y in (-1 : ℝ)..1, (1 + y) * y = 2 / 3 := by
    have hderiv : ∀ y ∈ uIcc (-1 : ℝ) 1,
        HasDerivAt (fun y : ℝ => y ^ 2 / 2 + y ^ 3 / 3) ((1 + y) * y) y := fun y _ =>
      (((hasDerivAt_pow 2 y).div_const 2).fun_add
        ((hasDerivAt_pow 3 y).div_const 3)).congr_deriv (by simp; ring)
    have hc : Continuous (fun y : ℝ => (1 + y) * y) := by fun_prop
    rw [intervalIntegral.integral_eq_sub_of_hasDerivAt hderiv (hc.intervalIntegrable _ _)]
    norm_num
  have hact : separableAction 1 (fun x => 1 + x) (-1) 1 (fun x => x)
      = fun x => 1 * (1 + x) * (2 / 3) := by
    funext x
    simp only [separableAction, hint]
  rw [hact]
  have hg : Continuous (fun x : ℝ => 1 * (1 + x) * (2 / 3)) := by fun_prop
  have h := localizedPotential_diverges_at_node (hasDerivAt_id' (0 : ℝ)) rfl one_pos
    hg.continuousAt (by norm_num)
  exact ⟨h.1, h.2.1⟩

end

end LocalizedPseudopotentialNode
```

The statement inserts `separableAction` for `g`, so here the nonlocal action is computed from an operator and not supplied as a hypothesis. In the proof, `hint` evaluates the overlap with the antiderivative above, and `hact` turns the action into the explicit function $g$. That function is continuous and positive at the origin, and `localizedPotential_diverges_at_node` then gives both one-sided limits.

```lean
#print axioms LocalizedPseudopotentialNode.localizedPotential_diverges_at_node
#print axioms LocalizedPseudopotentialNode.localizedPotential_not_integrable
#print axioms LocalizedPseudopotentialNode.tendsto_weighted_square
#print axioms LocalizedPseudopotentialNode.tendsto_of_common_node
```

```
'LocalizedPseudopotentialNode.localizedPotential_diverges_at_node' depends on axioms: [propext, Classical.choice, Quot.sound]
'LocalizedPseudopotentialNode.localizedPotential_not_integrable' depends on axioms: [propext, Classical.choice, Quot.sound]
'LocalizedPseudopotentialNode.tendsto_weighted_square' depends on axioms: [propext, Classical.choice, Quot.sound]
'LocalizedPseudopotentialNode.tendsto_of_common_node' depends on axioms: [propext, Classical.choice, Quot.sound]
```
